# The missing electronic origin and the false origin in a two-state, one-mode vibronic model

## A band assigned to the wrong level

Suppose that, in a weak absorption from the vibrationless ground state, the lowest visible band is taken as the electronic origin of the transition. If the transition is forbidden and borrows its intensity through a vibration, this places the excited state too high, by about one vibrational quantum when the coupling is weak. The true origin lies lower and is missing from the spectrum. The first visible band is a false origin: one quantum of the vibration has been excited along with the electron.

Two excited electronic states are enough to show this. The dark one cannot be reached by light from the ground state; the bright one can. A single vibration mixes them. For coupling that changes the vibrational quantum number by one, a nondegenerate level containing the dark origin has no bright-origin amplitude. With the vibration cut to two levels and nonzero coupling, the false origin does have such an amplitude.

## The Hamiltonian and its rows

Write s = 0 for dark, s = 1 for bright, and n = 0, …, N for the number of quanta. The Hamiltonian is

H = D |bright⟩⟨bright| + w n + c σₓ⊗Q.

Here D is the electronic energy of the bright state relative to the dark one, w is the vibrational quantum (usually written ħω), with the zero-point energy left out, and c is the coupling strength. The matrix σₓ exchanges the electronic states, and Q is the dimensionless vibrational coordinate. On a state ψ,

(Hψ)(s,n) = (D s + w n) ψ(s,n) + c Σₘ Q(n,m) ψ(s+1,m),

with s+1 taken modulo 2.

## Why the dark origin stays dark

Define the vibronic parity P by

(Pψ)(s,n) = (−1)^(s+n) ψ(s,n).

This is a sign attached to the basis states, not spatial inversion. The diagonal terms of H keep s and n, so they commute with P. The coupling changes s by one and n by one; the two signs cancel, and HP = PH.

Let Hψ = Eψ with E simple and ψ(0,0) ≠ 0. Then

H(Pψ) = P(Hψ) = E(Pψ),

so Pψ = aψ for some number a. The two origin components give

ψ(0,0) = a ψ(0,0), hence a = 1,

−ψ(1,0) = a ψ(1,0) = ψ(1,0), hence ψ(1,0) = 0.

In the smallest case, N = 0, there is no other vibrational level to couple to, so Q = 0. The energies are 0 and D. For D ≠ 0 the dark state is an eigenvector with no bright part; for D = 0 no level is simple and the result has nothing to say.

## Why the false origin is visible

Take N = 1 and Q(0,1) = Q(1,0) = 1/√2, the harmonic-oscillator value. Let a be the amplitude on (dark,1) and b that on (bright,0), with all others zero. The eigenvalue equation becomes

w a + (c/√2) b = E a,

(c/√2) a + D b = E b.

If b = 0, the second line gives (c/√2) a = 0. Since c ≠ 0, also a = 0, and the vector vanishes. Every eigenvector of this form therefore has b ≠ 0.

## Stick intensities from two small blocks

In a calculation one diagonalises H and squares the (bright,0) component of each normalised eigenvector. Take N = 1 and a weak coupling: w = 1, D = 2.2 and c = √2/4, so that c/√2 = 0.25. The block on (dark,1) and (bright,0) is

[1 0.25; 0.25 2.2], with energies 0.95 and 2.25.

The lower eigenvector, the false origin, is (5, −1)/√26, with relative intensity 1/26; the upper one, the bright state's own origin, has 25/26. The block on (dark,0) and (bright,1) is

[0 0.25; 0.25 3.2], with energies of about −0.02 and 3.22.

Its levels have zero intensity. The lowest visible line is at 0.95, about 0.97 above the true origin, which is nearly one quantum. These values are for N = 1; in a calculation N is raised until the levels of interest stop changing.

## What the Lean statements say

A state is a complex function on `Fin 2 × Fin (N + 1)`, so `ψ (0, 0)` is the (dark,0) amplitude and `ψ (1, 0)` the (bright,0) amplitude. `hamiltonian` is a sum of Kronecker products with real `D`, `w` and `c`. `OneQuantum Q` says that every nonzero element of Q joins levels differing by one quantum. Q need not be Hermitian, and E may be complex. `SimpleLevel` says that all eigenvectors at E are multiples of any nonzero one.

`bright_origin_eq_zero` holds for every N. `false_origin` is for N = 1 with the matrix `coordinate`; it needs no simplicity, but assumes that the eigenvector lies in the span of (dark,1) and (bright,0).

The step from model to spectrum is to read |ψ(1,0)|², for normalised ψ, as a relative band intensity, with the factor of the photon energy left out. This supposes absorption from the vibrationless ground state, a constant transition dipole, and a mode with the same equilibrium position and frequency in the ground and bright states. Under those conditions the result bears on assigning vibronically induced bands, within two electronic states and one finite vibrational ladder.

```lean
import Mathlib

open Matrix
open scoped Kronecker

namespace FalseOrigin

noncomputable section

variable {N : ℕ}

/-- The vibronic Hamiltonian: electronic energy `D` on the bright state, vibrational energy
`w n`, and a coupling `c σₓ ⊗ Q`. Electronic index 0 is dark and 1 is bright. -/
def hamiltonian (D w c : ℝ) (Q : Matrix (Fin (N + 1)) (Fin (N + 1)) ℂ) :
    Matrix (Fin 2 × Fin (N + 1)) (Fin 2 × Fin (N + 1)) ℂ :=
  (D : ℂ) • ((!![0, 0; 0, 1] : Matrix (Fin 2) (Fin 2) ℂ) ⊗ₖ
      (1 : Matrix (Fin (N + 1)) (Fin (N + 1)) ℂ))
    + (w : ℂ) • ((1 : Matrix (Fin 2) (Fin 2) ℂ) ⊗ₖ
      Matrix.diagonal (fun n : Fin (N + 1) => ((n : ℕ) : ℂ)))
    + (c : ℂ) • ((!![0, 1; 1, 0] : Matrix (Fin 2) (Fin 2) ℂ) ⊗ₖ Q)

/-- The vibrational operator `Q` connects only levels that differ by one quantum. -/
def OneQuantum (Q : Matrix (Fin (N + 1)) (Fin (N + 1)) ℂ) : Prop :=
  ∀ m n, Q m n ≠ 0 → (m : ℕ) = n + 1 ∨ (n : ℕ) = m + 1

/-- The level `E` of `H` is simple: its eigenvectors are all multiples of any nonzero one. -/
def SimpleLevel (H : Matrix (Fin 2 × Fin (N + 1)) (Fin 2 × Fin (N + 1)) ℂ) (E : ℂ) : Prop :=
  ∀ ψ φ, ψ ≠ 0 → H *ᵥ ψ = E • ψ → H *ᵥ φ = E • φ → ∃ a : ℂ, φ = a • ψ

/-- Vibronic parity: the amplitude on electronic state `s` with `n` quanta is multiplied
by `(-1)^(s+n)`. -/
def parity (ψ : Fin 2 × Fin (N + 1) → ℂ) : Fin 2 × Fin (N + 1) → ℂ :=
  fun p => (-1) ^ ((p.1 : ℕ) + (p.2 : ℕ)) * ψ p

variable {D w c : ℝ} {Q : Matrix (Fin (N + 1)) (Fin (N + 1)) ℂ} {E : ℂ}
  {ψ : Fin 2 × Fin (N + 1) → ℂ}

/-- The amplitudes of `Hψ`: electronic and vibrational energy, plus coupling to the other
electronic state `s + 1` (modulo 2). -/
theorem hamiltonian_apply (s : Fin 2) (n : Fin (N + 1)) :
    (hamiltonian D w c Q *ᵥ ψ) (s, n) =
      (D * (s : ℕ) + w * (n : ℕ)) * ψ (s, n) + c * ∑ m, Q n m * ψ (s + 1, m) := by
  revert s
  rw [Fin.forall_fin_two]
  constructor <;>
    simp [hamiltonian, Matrix.mulVec, dotProduct, Fintype.sum_prod_type, Fin.sum_univ_two,
      Matrix.one_apply, Matrix.diagonal_apply, Finset.mul_sum, mul_assoc, add_mul,
      Finset.sum_add_distrib, add_comm, show (1 + 1 : Fin 2) = 0 from rfl]

/-- If `Q` changes the vibrational quantum number by one, the Hamiltonian commutes with
vibronic parity. -/
theorem parity_commutes (hQ : OneQuantum Q) :
    hamiltonian D w c Q *ᵥ parity ψ = parity (hamiltonian D w c Q *ᵥ ψ) := by
  have flip : ∀ s : Fin 2, (-1 : ℂ) ^ ((s + 1 : Fin 2) : ℕ) = -(-1) ^ (s : ℕ) :=
    Fin.forall_fin_two.2 ⟨by simp, by simp [show (1 + 1 : Fin 2) = 0 from rfl]⟩
  funext ⟨s, n⟩
  -- the electronic flip and the vibrational quantum each give a sign
  have hs : ∀ m, Q n m * parity ψ (s + 1, m) =
      (-1) ^ ((s : ℕ) + (n : ℕ)) * (Q n m * ψ (s + 1, m)) := by
    intro m
    by_cases h : Q n m = 0
    · simp [h]
    · have hm : (-1 : ℂ) ^ (m : ℕ) = -(-1) ^ (n : ℕ) := by
        rcases hQ n m h with e | e <;> rw [e] <;> ring
      simp only [parity, pow_add, flip, hm]
      ring
  rw [hamiltonian_apply, Finset.sum_congr rfl fun m _ => hs m, ← Finset.mul_sum]
  simp only [parity, hamiltonian_apply]
  ring

/-- If `Q` changes the vibrational quantum number by one, an eigenvector of a simple level
with a nonzero (dark, 0) component has zero (bright, 0) amplitude. -/
theorem bright_origin_eq_zero (hQ : OneQuantum Q) (hE : SimpleLevel (hamiltonian D w c Q) E)
    (hψ : hamiltonian D w c Q *ᵥ ψ = E • ψ) (h0 : ψ (0, 0) ≠ 0) : ψ (1, 0) = 0 := by
  have hp : hamiltonian D w c Q *ᵥ parity ψ = E • parity ψ := by
    rw [parity_commutes hQ, hψ]
    funext p
    simp only [parity, Pi.smul_apply, smul_eq_mul]
    ring
  obtain ⟨a, ha⟩ := hE ψ (parity ψ) (fun h => h0 (by simp [h])) hψ hp
  -- the dark origin fixes the parity to be +1
  have h1 : ψ (0, 0) = a * ψ (0, 0) := by simpa [parity] using congrFun ha (0, 0)
  have h2 : -ψ (1, 0) = a * ψ (1, 0) := by simpa [parity] using congrFun ha (1, 0)
  have ha1 : a = 1 := mul_right_cancel₀ h0 (by rw [one_mul]; exact h1.symm)
  rw [ha1] at h2
  linear_combination (-1 / 2 : ℂ) * h2

/-- The vibrational coordinate on the levels 0 and 1, with matrix element `1/√2`. -/
def coordinate : Matrix (Fin 2) (Fin 2) ℂ :=
  !![0, ((Real.sqrt 2 : ℝ) : ℂ)⁻¹; ((Real.sqrt 2 : ℝ) : ℂ)⁻¹, 0]

/-- The false origin: for `N = 1` and `c ≠ 0`, every nonzero eigenvector in the span of
(dark, 1) and (bright, 0) has nonzero (bright, 0) amplitude. -/
theorem false_origin (hc : c ≠ 0) {ψ : Fin 2 × Fin 2 → ℂ}
    (hψ : hamiltonian (N := 1) D w c coordinate *ᵥ ψ = E • ψ) (hne : ψ ≠ 0)
    (hs : ψ ∈ Submodule.span ℂ {Pi.single (0, 1) 1, Pi.single (1, 0) 1}) :
    ψ (1, 0) ≠ 0 := by
  obtain ⟨a, b, rfl⟩ := Submodule.mem_span_pair.1 hs
  intro h1
  have hb : b = 0 := by simpa [Pi.single_apply] using h1
  subst hb
  -- without bright amplitude, the (bright, 0) row leaves only the coupling to (dark, 1)
  have h := congrFun hψ (1, 0)
  rw [hamiltonian_apply] at h
  have ha : a = 0 := by
    simpa [coordinate, Fin.sum_univ_two, Pi.single_apply, hc,
      show (1 + 1 : Fin 2) = 0 from rfl] using h
  exact hne (by simp [ha])

/-- The vector with amplitude 1 on (dark, 0) and 2 on (bright, 1). -/
def evenState : Fin 2 × Fin 2 → ℂ := fun p => !![1, 0; 0, 2] p.1 p.2

/-- For `N = 1`, `D = 1/2`, `w = c = 1` and `Q = σₓ`, the energy 2 is a simple level with
eigenvector `evenState`. -/
theorem simpleLevel_witness :
    SimpleLevel (hamiltonian (N := 1) (1 / 2) 1 1 !![0, 1; 1, 0]) 2 ∧
      hamiltonian (N := 1) (1 / 2) 1 1 !![0, 1; 1, 0] *ᵥ evenState = (2 : ℂ) • evenState := by
  constructor
  · have key : ∀ φ, hamiltonian (N := 1) (1 / 2) 1 1 !![0, 1; 1, 0] *ᵥ φ = (2 : ℂ) • φ →
        φ = φ (0, 0) • evenState := by
      intro φ hφ
      have h1 := congrFun hφ (0, 0)
      have h3 := congrFun hφ (0, 1)
      have h4 := congrFun hφ (1, 0)
      rw [hamiltonian_apply] at h1 h3 h4
      simp [Fin.sum_univ_two, show (1 + 1 : Fin 2) = 0 from rfl] at h1 h3 h4
      have e10 : φ (1, 0) = 0 := by linear_combination -2 * h3 - 2 * h4
      have e01 : φ (0, 1) = 0 := by linear_combination -3 * h3 - 2 * h4
      have e11 : φ (1, 1) = φ (0, 0) * 2 := by linear_combination h1
      funext ⟨s, n⟩
      fin_cases s <;> fin_cases n <;> simp [evenState, e10, e01, e11]
    intro ψ φ hne hψ hφ
    have h0 : ψ (0, 0) ≠ 0 := fun h => hne (by rw [key ψ hψ, h, zero_smul])
    refine ⟨φ (0, 0) / ψ (0, 0), ?_⟩
    calc φ = φ (0, 0) • evenState := key φ hφ
      _ = (φ (0, 0) / ψ (0, 0)) • (ψ (0, 0) • evenState) := by
        rw [smul_smul, div_mul_cancel₀ _ h0]
      _ = (φ (0, 0) / ψ (0, 0)) • ψ := by rw [← key ψ hψ]
  · funext ⟨s, n⟩
    rw [hamiltonian_apply]
    fin_cases s <;> fin_cases n <;>
      simp [evenState, Fin.sum_univ_two, show (1 + 1 : Fin 2) = 0 from rfl]
    norm_num

/-- For `D = 0`, `w = 3/2`, `c = 1` and `Q = σₓ`, the vector with amplitude `1 + n` on both
electronic states is an eigenvector at energy 2. -/
theorem degenerate_origins :
    hamiltonian (N := 1) 0 (3 / 2) 1 !![0, 1; 1, 0] *ᵥ (fun p => 1 + ((p.2 : ℕ) : ℂ)) =
      (2 : ℂ) • (fun p : Fin 2 × Fin 2 => 1 + ((p.2 : ℕ) : ℂ)) := by
  funext ⟨s, n⟩
  rw [hamiltonian_apply]
  fin_cases n <;> simp [Fin.sum_univ_two] <;> norm_num

end

end FalseOrigin
```

```lean
#print axioms FalseOrigin.bright_origin_eq_zero
#print axioms FalseOrigin.false_origin
#print axioms FalseOrigin.degenerate_origins
```

```
'FalseOrigin.bright_origin_eq_zero' depends on axioms: [propext, Classical.choice, Quot.sound]
'FalseOrigin.false_origin' depends on axioms: [propext, Classical.choice, Quot.sound]
'FalseOrigin.degenerate_origins' depends on axioms: [propext, Classical.choice, Quot.sound]
```

## From the rows to the two theorems

`hamiltonian_apply` is the row formula, obtained by treating the two electronic states separately and expanding the Kronecker products.

`parity_commutes` compares the coupling sums term by term. Where Q(n,m) = 0 there is nothing to show; otherwise `flip` supplies the electronic sign and `hm` the vibrational one, and their product is +1.

`bright_origin_eq_zero` first shows in `hp` that Pψ is an eigenvector at the same energy. Simplicity then yields the number `a`, the (dark,0) component gives `ha1`, and the last line solves −ψ(1,0) = ψ(1,0).

`false_origin` writes the vector with coefficients `a` and `b`. Assuming zero bright amplitude gives `b = 0`; the (bright,0) row then gives `a = 0`, contradicting `hne`.

## One simple level and one degenerate level

`simpleLevel_witness` exhibits a simple level with a nonzero (dark,0) component. Its `key` step solves the eigenvalue equations at energy 2 and finds only multiples of `evenState`, which when normalised has amplitudes 1/√5 on (dark,0) and 2/√5 on (bright,1).

`degenerate_origins` shows that the first theorem fails without simplicity. At D = 0, an eigenvector has equal amplitudes on both origins, each 1/√10 after normalisation. The two parity blocks then share their energies, and a diagonalisation may return such mixtures.
